# A repulsive square barrier of radius R has each scattering length in (0, R) at exactly one height

Let V₀ > 0 be the height of a spherical barrier of radius R > 0, and μ the reduced mass of the colliding pair. I write u(r) = r ψ(r) for the s-wave radial function and K = √(2μV₀)/ħ for the decay constant inside the barrier. At zero energy u″ = K²u for r < R and u″ = 0 outside, so the outer wave is a straight line c(r − a). Its zero a is the scattering length, positive for repulsion in this convention.

The result I know is

a(K) = R − tanh(KR)/K.

As the barrier grows, a should rise strictly through all values between 0 and R, with K(R − a) → 1 in the hard-sphere limit. Can this be made rigorous and machine-checked, starting from the radial equation and not from the formula?

## The wave at the barrier edge fixes a

Yes. Let v = u′ and compare u with the regular inner solution sinh(Kr) through their Wronskian

W(r) = v(r) sinh(Kr) − u(r) K cosh(Kr).

Inside the barrier v′ = K²u, so

W′ = K²u sinh(Kr) + vK cosh(Kr) − vK cosh(Kr) − uK² sinh(Kr) = 0.

Since u(0) = 0 and sinh 0 = 0, W vanishes at the origin and therefore at R. There u(R) = c(R − a) and v(R) = c, which gives

c sinh(KR) = c(R − a) K cosh(KR).

With c ≠ 0 this becomes

K(R − a) = tanh(KR),

which is the formula. Such a wave exists: take sinh(Kr) up to R and continue it by its tangent line, with c = K cosh(KR).

## From weak barriers to the hard sphere

Put x = KR > 0. The mean value theorem gives sinh x = x cosh ξ for some ξ between 0 and x, so

x < sinh x < x cosh x.

**Monotonicity.** Differentiating the formula,

da/dK = tanh x/K² − R/(K cosh² x) = (sinh x cosh x − x)/(K cosh x)².

This is positive because sinh x > x and cosh x ≥ 1.

**Range.** The bounds on sinh x give 0 < tanh x < x. Hence 0 < K(R − a) < KR, which means 0 < a < R.

**Hard-sphere limit.** From cosh x − sinh x = e⁻ˣ,

1 − tanh x = e⁻ˣ/cosh x, so 1 − e⁻ˣ ≤ K(R − a) < 1.

Thus K(R − a) → 1 as K → ∞: the gap between a and R approaches the penetration depth 1/K.

**Every value is reached.** A weak barrier must have small a. Multiply 1 − x ≤ e⁻ˣ = cosh x − sinh x by cosh x:

(1 − x) cosh x ≤ cosh² x − sinh x cosh x = 1 − sinh x (cosh x − sinh x) ≤ 1.

Then x(1 − x) cosh x ≤ x < sinh x, so x(1 − x) < tanh x. Therefore

Ka = x − tanh x < x², that is, a < KR².

Given a target b in (0, R), the choice K = b/R² gives a(K) < b. The choice K = 1/(R − b) gives R − a(K) < R − b, so a(K) > b. By continuity some K between them gives a(K) = b, and monotonicity makes it unique.

## How the Lean statements describe the barrier

`IsZeroEnergyWave K R a c u v` says that `u` is a wave with slope `v`. The derivative conditions hold in the open interval (0, R), both functions are continuous on [0, R], and the outer line, with slope `c`, holds from R onward, including R itself. Together these conditions impose the matching of u and u′ at the edge. The condition `c ≠ 0` excludes the zero wave, which would fit any `a`.

`IsScatteringLength K R a` says that some such wave exists. The closed expression has its own name, `softSphereLength K R`, and three theorems carry the result:

- `isScatteringLength_iff`: for K > 0 and R > 0, `a` is a scattering length exactly when it equals the closed expression.
- `softSphere_main`: for fixed R > 0, the expression is strictly increasing in K on (0, ∞), maps that interval bijectively onto (0, R), and satisfies the hard-sphere limit.
- `existsUnique_barrier_iff`: for R > 0, exactly one K > 0 produces the length `a` if and only if 0 < a < R.

The height V₀ enters only through K; at fixed mass, V₀ = ħ²K²/(2μ) turns a unique K into a unique height. The model is one s-wave at zero energy with a sharp edge. Phase shifts at finite energy, higher partial waves and the infinitely high barrier itself are not treated.

In simulations of dilute gases, a soft sphere can stand in for an interaction with a prescribed positive scattering length. For this two-body, zero-energy model, the theorem says that R must exceed that length, and that R then determines the height.

```lean
import Mathlib

open Set Filter Topology

namespace SoftSphereScattering

noncomputable section

/-- A zero-energy radial wave `u` with slope `v` for a repulsive barrier of radius `R` and
decay constant `K`: it vanishes at the origin, obeys `u'' = K² u` inside, and joins smoothly
to the line `c (r - a)` outside. -/
structure IsZeroEnergyWave (K R a c : ℝ) (u v : ℝ → ℝ) : Prop where
  c_ne : c ≠ 0
  origin : u 0 = 0
  cont_u : ContinuousOn u (Icc 0 R)
  cont_v : ContinuousOn v (Icc 0 R)
  slope : ∀ r ∈ Ioo 0 R, HasDerivAt u (v r) r
  radial : ∀ r ∈ Ioo 0 R, HasDerivAt v (K ^ 2 * u r) r
  outer_u : ∀ r, R ≤ r → u r = c * (r - a)
  outer_v : ∀ r, R ≤ r → v r = c

/-- The number `a` is a scattering length of the barrier if some zero-energy wave has an
outer part proportional to `r - a`. -/
def IsScatteringLength (K R a : ℝ) : Prop :=
  ∃ (u v : ℝ → ℝ) (c : ℝ), IsZeroEnergyWave K R a c u v

/-- The closed expression `R - tanh (K R) / K`. -/
def softSphereLength (K R : ℝ) : ℝ := R - Real.tanh (K * R) / K

/-- The function `sinh (K r)` has slope `K cosh (K r)` and solves `u'' = K² u`. -/
theorem inner_solution (K r : ℝ) :
    HasDerivAt (fun s => Real.sinh (K * s)) (K * Real.cosh (K * r)) r ∧
    HasDerivAt (fun s => K * Real.cosh (K * s)) (K ^ 2 * Real.sinh (K * r)) r := by
  have h : HasDerivAt (fun s => K * s) K r :=
    ((hasDerivAt_id' r).const_mul K).congr_deriv (mul_one K)
  exact ⟨h.sinh.congr_deriv (by ring), (h.cosh.const_mul K).congr_deriv (by ring)⟩

/-- The distance from the scattering length to the barrier edge, in units of the decay
length `1 / K`, is `tanh (K R)`. -/
theorem gap_eq_tanh {K : ℝ} (hK : 0 < K) (R : ℝ) :
    K * (R - softSphereLength K R) = Real.tanh (K * R) := by
  have hK' := hK.ne'
  unfold softSphereLength
  rw [sub_sub_cancel]
  field_simp

/-- The barrier has exactly one scattering length, `R - tanh (K R) / K`. -/
theorem isScatteringLength_iff {K R a : ℝ} (hK : 0 < K) (hR : 0 < R) :
    IsScatteringLength K R a ↔ a = softSphereLength K R := by
  have hc : Real.cosh (K * R) ≠ 0 := (Real.cosh_pos _).ne'
  have cs : ContinuousOn (fun s => Real.sinh (K * s)) (Icc 0 R) :=
    fun r _ => (inner_solution K r).1.continuousAt.continuousWithinAt
  have cc : ContinuousOn (fun s => K * Real.cosh (K * s)) (Icc 0 R) :=
    fun r _ => (inner_solution K r).2.continuousAt.continuousWithinAt
  have ht : Real.tanh (K * R) * Real.cosh (K * R) = Real.sinh (K * R) := by
    rw [Real.tanh_eq_sinh_div_cosh]
    exact div_mul_cancel₀ _ hc
  have hgap := gap_eq_tanh hK R
  constructor
  · rintro ⟨u, v, c, h⟩
    -- the Wronskian of `u` and `sinh (K r)` is constant inside the barrier
    obtain ⟨x, -, hW⟩ := exists_hasDerivAt_eq_slope
      (fun r => v r * Real.sinh (K * r) - u r * (K * Real.cosh (K * r))) (fun _ => 0) hR
      ((h.cont_v.mul cs).sub (h.cont_u.mul cc))
      (fun r hr => (((h.radial r hr).fun_mul (inner_solution K r).1).fun_sub
        ((h.slope r hr).fun_mul (inner_solution K r).2)).congr_deriv (by ring))
    have h0 : R - 0 ≠ 0 := by simpa using hR.ne'
    have hW' := (eq_div_iff h0).1 hW
    simp only [h.origin, mul_zero, Real.sinh_zero, zero_mul, sub_zero] at hW'
    rw [h.outer_u R le_rfl, h.outer_v R le_rfl] at hW'
    -- matching at the edge fixes `a`
    have hm : c * K * Real.cosh (K * R) * a
        = c * K * Real.cosh (K * R) * softSphereLength K R := by
      linear_combination (-1) * hW' + c * Real.cosh (K * R) * hgap + c * ht
    exact mul_left_cancel₀ (mul_ne_zero (mul_ne_zero h.c_ne hK.ne') hc) hm
  · rintro rfl
    have hm : K * Real.cosh (K * R) * (R - softSphereLength K R) = Real.sinh (K * R) := by
      linear_combination Real.cosh (K * R) * hgap + ht
    -- continue `sinh (K r)` by its tangent line at the edge
    refine ⟨fun r => if r ≤ R then Real.sinh (K * r) else
        Real.sinh (K * R) + K * Real.cosh (K * R) * (r - R),
      fun r => if r ≤ R then K * Real.cosh (K * r) else K * Real.cosh (K * R),
      K * Real.cosh (K * R), ?_⟩
    refine ⟨mul_ne_zero hK.ne' hc, by simp [hR.le], cs.congr fun r hr => if_pos hr.2,
      cc.congr fun r hr => if_pos hr.2, ?_, ?_, ?_, ?_⟩
    · intro r hr
      simp only [if_pos hr.2.le]
      refine (inner_solution K r).1.congr_of_eventuallyEq ?_
      filter_upwards [Iio_mem_nhds hr.2] with s hs
      exact if_pos (mem_Iio.1 hs).le
    · intro r hr
      simp only [if_pos hr.2.le]
      refine (inner_solution K r).2.congr_of_eventuallyEq ?_
      filter_upwards [Iio_mem_nhds hr.2] with s hs
      exact if_pos (mem_Iio.1 hs).le
    · intro r hr
      by_cases h : r ≤ R
      · have e : r = R := le_antisymm h hr
        simp only [e, le_refl, if_true]
        exact hm.symm
      · simp only [if_neg h]
        linear_combination (-1) * hm
    · intro r hr
      by_cases h : r ≤ R
      · have e : r = R := le_antisymm h hr
        simp only [e, le_refl, if_true]
      · simp only [if_neg h]

/-- For `x > 0` one has `x < sinh x < x cosh x`. -/
theorem sinh_bounds {x : ℝ} (hx : 0 < x) :
    x < Real.sinh x ∧ Real.sinh x < x * Real.cosh x := by
  obtain ⟨c, hc, h⟩ := exists_hasDerivAt_eq_slope Real.sinh Real.cosh hx
    Real.continuous_sinh.continuousOn (fun y _ => Real.hasDerivAt_sinh y)
  simp only [Real.sinh_zero, sub_zero] at h
  rw [eq_div_iff hx.ne'] at h
  have h1 : 1 < Real.cosh c := Real.one_lt_cosh.2 hc.1.ne'
  have h2 : Real.cosh c < Real.cosh x :=
    Real.cosh_lt_cosh.2 (by rw [abs_of_pos hc.1, abs_of_pos hx]; exact hc.2)
  constructor
  · nlinarith [mul_pos hx (sub_pos.2 h1)]
  · nlinarith [mul_pos hx (sub_pos.2 h2)]

/-- The rate of change of the scattering length with the decay constant `K`. -/
theorem hasDerivAt_length {K : ℝ} (hK : 0 < K) (R : ℝ) :
    HasDerivAt (fun k => softSphereLength k R)
      ((Real.sinh (K * R) * Real.cosh (K * R) - K * R) / (K * Real.cosh (K * R)) ^ 2) K := by
  have hc : Real.cosh (K * R) ≠ 0 := (Real.cosh_pos _).ne'
  have hK' := hK.ne'
  have h1 : HasDerivAt (fun k => k * R) R K :=
    ((hasDerivAt_id' K).mul_const R).congr_deriv (one_mul R)
  have h2 : HasDerivAt (fun k => Real.sinh (k * R) / Real.cosh (k * R))
      (R / Real.cosh (K * R) ^ 2) K :=
    (h1.sinh.fun_div h1.cosh hc).congr_deriv (by
      congr 1
      linear_combination R * Real.cosh_sq (K * R))
  simp only [softSphereLength, Real.tanh_eq_sinh_div_cosh]
  exact ((h2.fun_div (hasDerivAt_id' K) hK').const_sub R).congr_deriv
    (by field_simp; ring)

/-- The quantity `K (R - a)` lies below one, by at most `exp (-K R)`. -/
theorem hard_sphere_bounds {K : ℝ} (hK : 0 < K) (R : ℝ) :
    1 - Real.exp (-(K * R)) ≤ K * (R - softSphereLength K R) ∧
    K * (R - softSphereLength K R) < 1 := by
  have hc := Real.cosh_pos (K * R)
  have he := Real.exp_pos (-(K * R))
  have h := Real.cosh_sub_sinh (K * R)
  rw [gap_eq_tanh hK, Real.tanh_eq_sinh_div_cosh]
  constructor
  · rw [le_div_iff₀ hc]
    nlinarith [mul_nonneg he.le (sub_nonneg.2 (Real.one_le_cosh (K * R)))]
  · rw [div_lt_one hc]
    linarith

/-- The scattering length is positive, smaller than the barrier radius, and smaller than
`K R²`. -/
theorem length_bounds {K R : ℝ} (hK : 0 < K) (hR : 0 < R) :
    softSphereLength K R ∈ Ioo 0 R ∧ softSphereLength K R < K * R ^ 2 := by
  have hx := mul_pos hK hR
  obtain ⟨h1, h2⟩ := sinh_bounds hx
  have hc := Real.cosh_pos (K * R)
  have hs : 0 < Real.sinh (K * R) := hx.trans h1
  have hg := gap_eq_tanh hK R
  rw [Real.tanh_eq_sinh_div_cosh] at hg
  have hpos := div_pos hs hc
  have hlt := (div_lt_iff₀ hc).2 h2
  -- `(1 - x) cosh x ≤ 1`, from `1 - x ≤ exp (-x) = cosh x - sinh x`
  have he := Real.cosh_sub_sinh (K * R)
  have h3 : 1 - K * R ≤ Real.cosh (K * R) - Real.sinh (K * R) := by
    linarith [Real.add_one_le_exp (-(K * R))]
  have h4 : 0 < Real.cosh (K * R) - Real.sinh (K * R) := by
    rw [he]; exact Real.exp_pos _
  have h5 : (1 - K * R) * Real.cosh (K * R) ≤ 1 := by
    nlinarith [mul_le_mul_of_nonneg_right h3 hc.le, mul_pos hs h4, Real.cosh_sq (K * R)]
  have h6 : K * R * (1 - K * R) < Real.sinh (K * R) / Real.cosh (K * R) := by
    rw [lt_div_iff₀ hc]
    nlinarith [mul_le_mul_of_nonneg_left h5 hx.le]
  refine ⟨⟨?_, ?_⟩, ?_⟩
  · exact pos_of_mul_pos_right (by linarith : 0 < K * softSphereLength K R) hK.le
  · exact sub_pos.1 (pos_of_mul_pos_right (by linarith) hK.le)
  · refine lt_of_mul_lt_mul_left ?_ hK.le
    linarith

/-- The soft-sphere scattering length increases strictly with `K`, takes each value in
`(0, R)` exactly once, and satisfies `K (R - a) → 1` as `K → ∞`. -/
theorem softSphere_main {R : ℝ} (hR : 0 < R) :
    StrictMonoOn (fun K => softSphereLength K R) (Ioi 0) ∧
    BijOn (fun K => softSphereLength K R) (Ioi 0) (Ioo 0 R) ∧
    Tendsto (fun K => K * (R - softSphereLength K R)) atTop (𝓝 1) := by
  have hcont : ContinuousOn (fun K => softSphereLength K R) (Ioi 0) :=
    fun K hK => (hasDerivAt_length hK R).continuousAt.continuousWithinAt
  have hmono : StrictMonoOn (fun K => softSphereLength K R) (Ioi 0) := by
    refine strictMonoOn_of_deriv_pos (convex_Ioi 0) hcont fun K hK => ?_
    rw [interior_Ioi] at hK
    have hK' : 0 < K := hK
    have hx := mul_pos hK' hR
    have h1 := (sinh_bounds hx).1
    rw [(hasDerivAt_length hK' R).deriv]
    refine div_pos ?_ (pow_pos (mul_pos hK' (Real.cosh_pos _)) 2)
    nlinarith [mul_nonneg (hx.trans h1).le (sub_nonneg.2 (Real.one_le_cosh (K * R)))]
  refine ⟨hmono, ⟨fun K hK => (length_bounds hK hR).1, hmono.injOn, ?_⟩, ?_⟩
  · -- a weak and a strong barrier bracket the target `b`
    intro b hb
    have hp : 0 < R - b := sub_pos.2 hb.2
    have hK1 : 0 < b / R ^ 2 := div_pos hb.1 (pow_pos hR 2)
    have hK2 : 0 < (R - b)⁻¹ := inv_pos.2 hp
    have lo := (length_bounds hK1 hR).2
    rw [div_mul_cancel₀ _ (pow_pos hR 2).ne'] at lo
    have hi := mul_lt_mul_of_pos_left (hard_sphere_bounds hK2 R).2 hp
    rw [← mul_assoc, mul_inv_cancel₀ hp.ne', one_mul, mul_one] at hi
    exact isPreconnected_Ioi.intermediate_value (mem_Ioi.2 hK1) (mem_Ioi.2 hK2) hcont
      ⟨lo.le, by linarith⟩
  · have h1 : Tendsto (fun K : ℝ => Real.exp (-(K * R))) atTop (𝓝 0) :=
      Real.tendsto_exp_neg_atTop_nhds_zero.comp (tendsto_id.atTop_mul_const hR)
    have h2 := h1.const_sub 1
    rw [sub_zero] at h2
    refine tendsto_of_tendsto_of_tendsto_of_le_of_le' h2 tendsto_const_nhds ?_ ?_
    · filter_upwards [eventually_gt_atTop 0] with K hK using (hard_sphere_bounds hK R).1
    · filter_upwards [eventually_gt_atTop 0] with K hK using (hard_sphere_bounds hK R).2.le

/-- A length `a` is the scattering length of exactly one repulsive barrier of radius `R`
if and only if `0 < a < R`. -/
theorem existsUnique_barrier_iff {R a : ℝ} (hR : 0 < R) :
    (∃! K, 0 < K ∧ IsScatteringLength K R a) ↔ a ∈ Ioo 0 R := by
  obtain ⟨-, hbij, -⟩ := softSphere_main hR
  constructor
  · rintro ⟨K, ⟨hK, h⟩, -⟩
    rw [(isScatteringLength_iff hK hR).1 h]
    exact (length_bounds hK hR).1
  · intro ha
    obtain ⟨K, hK, h⟩ := hbij.surjOn ha
    refine ⟨K, ⟨hK, (isScatteringLength_iff hK hR).2 h.symm⟩, ?_⟩
    rintro L ⟨hL, hLa⟩
    exact hbij.injOn hL hK (((isScatteringLength_iff hL hR).1 hLa).symm.trans h.symm)

end

end SoftSphereScattering
```

```lean
#print axioms SoftSphereScattering.isScatteringLength_iff
#print axioms SoftSphereScattering.existsUnique_barrier_iff
```

```
'SoftSphereScattering.isScatteringLength_iff' depends on axioms: [propext, Classical.choice, Quot.sound]
'SoftSphereScattering.existsUnique_barrier_iff' depends on axioms: [propext, Classical.choice, Quot.sound]
```

## How the proof follows the calculation

`inner_solution` differentiates sinh(Kr) twice, and `gap_eq_tanh` rewrites the closed expression as K(R − a) = tanh(KR).

In the forward half of `isScatteringLength_iff`, `exists_hasDerivAt_eq_slope` is the mean value theorem applied to W. The derivative is zero everywhere inside, so W(R) = W(0). This needs only continuity at the endpoints, so the definition can leave out the differential equation there. At R it could not be imposed with a two-sided derivative, because u″ jumps from K²u(R) to 0. `linear_combination` then carries out the matching algebra, and the nonzero factor cK cosh(KR) is cancelled. The converse half builds the glued wave with `if r ≤ R`. Near an interior point it coincides with sinh(Kr), so it inherits the derivatives found before.

`sinh_bounds` applies the mean value theorem to sinh, and `hasDerivAt_length` computes da/dK. `hard_sphere_bounds` and `length_bounds` contain the inequalities derived above; their `nlinarith` calls are given the products they need, with x = KR: for example e⁻ˣ(cosh x − 1) ≥ 0 for the lower hard-sphere bound, and sinh x (cosh x − sinh x) > 0 for a < KR².

In `softSphere_main`, `strictMonoOn_of_deriv_pos` turns the positive derivative into strict growth, which also gives injectivity. For surjectivity, `hK1` and `hK2` record that the two bracketing decay constants b/R² and 1/(R − b) are positive, and `isPreconnected_Ioi.intermediate_value` is the intermediate value theorem on (0, ∞). The limit follows by squeezing K(R − a) between 1 − exp(−KR) and 1. Finally, `existsUnique_barrier_iff` combines the bijection with the characterisation of scattering lengths.

## The sign of K, and the attractive well

The condition K > 0 inside `existsUnique_barrier_iff` is needed for uniqueness. Take R = 1 and a = 1 − tanh 1. Both K = 1 and K = −1 give the equation u″ = u, hence the same wave and the same length. Without the sign condition there would be two values of K for one physical barrier.

The Wronskian argument also handles an attractive square well, where u″ = −k²u inside with k > 0. Replacing sinh(Kr) by sin(kr) gives

a = R − tan(kR)/k whenever cos(kR) ≠ 0.

If cos(kR) = 0, matching would force c = 0, so there is no finite scattering length. The monotone bijection onto (0, R) belongs to the repulsive case: tan(kR) diverges at these depths, and a is unbounded near them.
